# A half-filled free-fermion ring with unit hopping: energy −2/sin(π/L) and Casimir limit −π/3 for L = 4n+2

The subject is the lowest energy of non-interacting spinless fermions with nearest-neighbour hopping on a ring of $L$ sites, with periodic boundary conditions. A many-fermion state with definite momentum occupations is represented here by its finite set of occupied momenta, and its energy is the sum of the one-particle energies. For $L=4n+2$ the ground energy at half filling is then an explicit trigonometric expression. Its leading finite-size correction is the one that conformal field theory gives for velocity 2 and central charge 1. The limit is computed directly from the lattice sum, and conformal invariance plays no part in the proof.

```lean
import Mathlib

open Real Filter Topology

namespace FreeFermionCasimir

noncomputable section
```

## Momenta allowed by the ring

The hopping amplitude, the lattice spacing and $\hbar$ are all 1. `hop` acts on functions on all the integers, and `dispersion` is $\varepsilon(k)=-2\cos k$. In `seaEnergy L m` the modes $j=-m,\dots,m$ are filled, so `m` labels the highest filled mode and is not a mass.

```lean
/-- Nearest-neighbour hopping with unit amplitude, acting on a one-particle wave function. -/
def hop (ψ : ℤ → ℂ) (x : ℤ) : ℂ := -(ψ (x + 1) + ψ (x - 1))

/-- The one-particle energy `-2 cos k` of the hopping chain. -/
def dispersion (k : ℝ) : ℝ := -2 * Real.cos k

/-- The energy of the Fermi sea in which the modes `j = -m, ..., m` of momentum `2πj/L` are filled,
on a ring of `L ≥ 2m+1` sites. -/
def seaEnergy (L m : ℕ) : ℝ :=
  ∑ j ∈ Finset.Icc (-(m : ℤ)) m, dispersion (2 * π * j / L)
```

For a plane wave,

$$-\left(e^{ik(x+1)}+e^{ik(x-1)}\right)=-(e^{ik}+e^{-ik})\,e^{ikx}=-2\cos k\;e^{ikx}.$$

The Lean proof splits the exponentials in the same way. It holds for every real $k$. The ring enters through the momenta $k_j=2\pi j/L$ in `seaEnergy`, which are those with $e^{ikL}=1$. Antiperiodic boundary conditions would shift them by $\pi/L$, which in general changes the sum.

```lean
/-- A plane wave is an eigenfunction of the hopping operator, with energy `dispersion k`. -/
theorem hop_planeWave (k : ℝ) (x : ℤ) :
    hop (fun y => Complex.exp (Complex.I * k * y)) x
      = dispersion k * Complex.exp (Complex.I * k * x) := by
  simp only [hop, dispersion]
  push_cast
  rw [show Complex.I * k * ((x : ℂ) + 1) = Complex.I * k * x + k * Complex.I by ring,
    show Complex.I * k * ((x : ℂ) - 1) = Complex.I * k * x + -k * Complex.I by ring,
    Complex.exp_add, Complex.exp_add, Complex.cos]
  ring
```

One step is left to standard physics: that the many-fermion Hamiltonian of the periodic ring has exactly these occupation sums as its energies. It follows from $H=\sum_k\varepsilon(k)\,n_k$, with each occupation number $n_k$ equal to 0 or 1.

## Distinct modes and a fixed particle number

In `seaEnergy_le`, `S` is any competing set of occupied modes. The hypothesis `hS` places it among the $L$ labels $-m,\dots,L-m-1$, one for each ring momentum. Together with `S` being a set, this is the Pauli principle. The hypothesis `hcard` fixes the particle number at $2m+1$, so the two imply $2m+1\le L$.

By hand, measure energies from the highest filled level:

$$\varepsilon(k_j)-\varepsilon(k_m)=4\sin\frac{\pi(j+m)}{L}\,\sin\frac{\pi(j-m)}{L}.$$

For an allowed label $j>m$ both angles lie in $[0,\pi]$, so the difference is non-negative. For $|j|\le m$ the first sine is non-negative and the second non-positive, so the difference is at most zero. Let $F$ be the set of modes in the sea. Dropping the non-negative terms of $S$ outside $F$, and then adding the missing non-positive terms of $F$, gives

$$\sum_{S}(\varepsilon_j-\varepsilon_m)\;\ge\sum_{S\cap F}(\varepsilon_j-\varepsilon_m)\;\ge\;\sum_{F}(\varepsilon_j-\varepsilon_m),$$

where $\varepsilon_j=\varepsilon(k_j)$. Both sets have $2m+1$ elements, so the reference energy cancels.

In the proof, `hd` is the product formula, `h1` and `h2` are the two inequalities, and `hcard` is used in the cancellation.

```lean
/-- The Fermi sea has the lowest energy among all ways of placing `2m+1` fermions in
distinct modes of the ring, the `L` modes being labelled `j = -m, ..., L-m-1`. -/
theorem seaEnergy_le (L m : ℕ) (S : Finset ℤ)
    (hS : S ⊆ Finset.Ico (-(m : ℤ)) (L - m)) (hcard : S.card = 2 * m + 1) :
    seaEnergy L m ≤ ∑ j ∈ S, dispersion (2 * π * j / L) := by
  have hmL := Finset.card_le_card hS
  rw [Int.card_Ico, hcard] at hmL
  have hF : (Finset.Icc (-(m : ℤ)) m).card = 2 * m + 1 := by
    rw [Int.card_Icc]
    omega
  have hL : (0 : ℝ) < L := by exact_mod_cast (show 0 < L by omega)
  have hs : ∀ t : ℤ, 0 ≤ t → t ≤ L → 0 ≤ Real.sin (π * t / L) := fun t h0 h1 => by
    have h0' : (0 : ℝ) ≤ t := by exact_mod_cast h0
    have h1' : (t : ℝ) ≤ L := by exact_mod_cast h1
    exact Real.sin_nonneg_of_nonneg_of_le_pi
      (div_nonneg (mul_nonneg Real.pi_pos.le h0') hL.le)
      ((div_le_iff₀ hL).2 (mul_le_mul_of_nonneg_left h1' Real.pi_pos.le))
  -- energy of a mode relative to the highest filled level
  have hd : ∀ j : ℤ, dispersion (2 * π * j / L) - dispersion (2 * π * m / L)
      = 4 * Real.sin (π * (j + m : ℤ) / L) * Real.sin (π * (j - m : ℤ) / L) := fun j => by
    have h := Real.cos_sub_cos (2 * π * j / L) (2 * π * m / L)
    rw [show (2 * π * j / L + 2 * π * m / L) / 2 = π * (j + m : ℤ) / L by push_cast; ring,
      show (2 * π * j / L - 2 * π * m / L) / 2 = π * (j - m : ℤ) / L by push_cast; ring] at h
    simp only [dispersion]
    linear_combination -2 * h
  have h1 := Finset.sum_le_sum_of_subset_of_nonneg
    (f := fun j : ℤ => dispersion (2 * π * j / L) - dispersion (2 * π * m / L))
    (Finset.inter_subset_left (s₁ := S) (s₂ := Finset.Icc (-(m : ℤ)) m)) (by
      intro j hj hn
      have hj' := Finset.mem_Ico.1 (hS hj)
      have hn' : ¬ (-(m : ℤ) ≤ j ∧ j ≤ m) := fun h =>
        hn (Finset.mem_inter.2 ⟨hj, Finset.mem_Icc.2 h⟩)
      have := mul_nonneg (hs (j + m) (by omega) (by omega)) (hs (j - m) (by omega) (by omega))
      show 0 ≤ dispersion (2 * π * j / L) - dispersion (2 * π * m / L)
      linarith [hd j])
  have h2 := Finset.sum_le_sum_of_subset_of_nonneg
    (f := fun j : ℤ => dispersion (2 * π * m / L) - dispersion (2 * π * j / L))
    (Finset.inter_subset_right (s₁ := S) (s₂ := Finset.Icc (-(m : ℤ)) m)) (by
      intro j hj _
      have hj' := Finset.mem_Icc.1 hj
      have := mul_nonneg (hs (j + m) (by omega) (by omega)) (hs (m - j) (by omega) (by omega))
      rw [show π * (m - j : ℤ) / L = -(π * (j - m : ℤ) / L) by push_cast; ring,
        Real.sin_neg] at this
      show 0 ≤ dispersion (2 * π * m / L) - dispersion (2 * π * j / L)
      linarith [hd j])
  simp only [Finset.sum_sub_distrib, Finset.sum_const, nsmul_eq_mul, hcard, hF] at h1 h2
  rw [seaEnergy]
  linarith
```

If labels could coincide modulo $L$, the fermions could all sit at $k=0$ under the labels $0,L,2L,\dots$, with energy $-2(2m+1)$. That is below the sea as soon as $m\ge1$ and $L\ge2$. If the particle number were free, two fermions in modes 0 and 1 of a six-site ring would have energy $-3$, below the one-particle sea at $-2$.

## At least two sites

The sum of cosines is done by induction on $m$. Going from $m$ to $m+1$ adds two equal terms, and

$$2\sin x\cos(2(m+1)x)=\sin((2m+3)x)-\sin((2m+1)x),$$

so the sines telescope to

$$\sin x\sum_{j=-m}^{m}\cos 2jx=\sin((2m+1)x).$$

In Lean, `hI` splits off the two new modes and the addition formulas do the rest.

```lean
/-- The Dirichlet kernel: the sum of `cos 2jx` over `j = -m, ..., m`, times `sin x`,
is `sin (2m+1)x`. -/
theorem dirichlet_sum (x : ℝ) (m : ℕ) :
    Real.sin x * ∑ j ∈ Finset.Icc (-(m : ℤ)) m, Real.cos (2 * j * x)
      = Real.sin ((2 * m + 1) * x) := by
  induction m with
  | zero => simp
  | succ m ih =>
    have hI : Finset.Icc (-((m + 1 : ℕ) : ℤ)) ((m + 1 : ℕ) : ℤ)
        = insert ((m : ℤ) + 1) (insert (-((m : ℤ) + 1)) (Finset.Icc (-(m : ℤ)) m)) := by
      ext j
      simp only [Finset.mem_insert, Finset.mem_Icc]
      omega
    rw [hI, Finset.sum_insert (by simp only [Finset.mem_insert, Finset.mem_Icc]; omega),
      Finset.sum_insert (by simp only [Finset.mem_Icc]; omega), mul_add, mul_add, ih]
    push_cast
    rw [show 2 * -((m : ℝ) + 1) * x = -(2 * (m + 1) * x) by ring, Real.cos_neg,
      show (2 * (m : ℝ) + 1) * x = 2 * (m + 1) * x - x by ring,
      show (2 * ((m : ℝ) + 1) + 1) * x = 2 * (m + 1) * x + x by ring,
      Real.sin_add, Real.sin_sub]
    ring
```

With $x=\pi/L$, dividing by $\sin x$ gives

$$E=-\frac{2\sin((2m+1)\pi/L)}{\sin(\pi/L)}.$$

The division needs $\sin(\pi/L)\neq0$, which is where `2 ≤ L` enters.

```lean
/-- On a ring of at least two sites, `sin(π/L)` is positive. -/
theorem sin_pi_div_pos {L : ℕ} (hL : 2 ≤ L) : 0 < Real.sin (π / L) := by
  have h : (1 : ℝ) < L := by exact_mod_cast (show 1 < L by omega)
  exact Real.sin_pos_of_pos_of_lt_pi (div_pos Real.pi_pos (by linarith))
    (div_lt_self Real.pi_pos h)

/-- On a ring of at least two sites, the Fermi sea of `2m+1` modes has energy
`-2 sin((2m+1)π/L) / sin(π/L)`. -/
theorem seaEnergy_eq {L : ℕ} (hL : 2 ≤ L) (m : ℕ) :
    seaEnergy L m = -2 * Real.sin ((2 * m + 1) * (π / L)) / Real.sin (π / L) := by
  have h : seaEnergy L m
      = -2 * ∑ j ∈ Finset.Icc (-(m : ℤ)) m, Real.cos (2 * j * (π / L)) := by
    simp only [seaEnergy, dispersion, Finset.mul_sum]
    refine Finset.sum_congr rfl fun j _ => ?_
    rw [show 2 * π * (j : ℝ) / L = 2 * j * (π / L) by ring]
  rw [eq_div_iff (sin_pi_div_pos hL).ne', h]
  linear_combination -2 * dirichlet_sum (π / L) m
```

At $L=1$ the quotient is $0/0$, while one fermion has energy $-2$. At $L=2$ the formula holds, but the left and right neighbours are the same site, so the hopping between the two sites counts twice. The identity also holds for $2m+1>L$, where the sum repeats modes and no longer describes fermions.

## Growing rings at fixed filling

The finite-size term comes from the expansion of $1/\sin x$ at small $x$. Since $\sin x=x-x^3/6+O(x^4)$, we have $(x-\sin x)/x^3\to1/6$, and therefore

$$\frac1x\left(\frac1{\sin x}-\frac1x\right)=\frac{x-\sin x}{x^3}\cdot\frac{x}{\sin x}\;\longrightarrow\;\frac16 .$$

The limit is taken from above because $\pi/L$ is positive. In the proof, `h` is the first limit, obtained from Mathlib's Taylor bound `Real.sin_bound`, and `hd` supplies $\sin x/x\to1$.

```lean
/-- The finite-size coefficient: `(1/sin x - 1/x)/x` tends to `1/6` as `x` tends to zero
from above. -/
theorem tendsto_inv_sin_sub_inv :
    Tendsto (fun x : ℝ => (1 / Real.sin x - 1 / x) / x) (𝓝[>] 0) (𝓝 (1 / 6)) := by
  have hid : Tendsto (fun x : ℝ => x) (𝓝[>] 0) (𝓝 0) :=
    tendsto_id.mono_left nhdsWithin_le_nhds
  -- the cubic Taylor term of the sine
  have h : Tendsto (fun x : ℝ => (x - Real.sin x) / x ^ 3) (𝓝[>] 0) (𝓝 (1 / 6)) := by
    rw [← tendsto_sub_nhds_zero_iff]
    refine squeeze_zero_norm' ?_ hid
    filter_upwards [Ioo_mem_nhdsGT (zero_lt_one' ℝ)] with x hx
    have hx0 : x ≠ 0 := hx.1.ne'
    have hb := Real.sin_bound (x := x) (by rw [abs_of_pos hx.1]; exact hx.2.le)
    rw [abs_of_pos hx.1] at hb
    have e : (x - Real.sin x) / x ^ 3 - 1 / 6
        = -(Real.sin x - (x - x ^ 3 / 6)) / x ^ 3 := by
      field_simp
      ring
    rw [Real.norm_eq_abs, e, abs_div, abs_neg, abs_of_pos (pow_pos hx.1 3),
      div_le_iff₀ (pow_pos hx.1 3)]
    nlinarith [pow_pos hx.1 4, mul_pos (pow_pos hx.1 4) (sub_pos.2 hx.2)]
  have hd : Tendsto (fun x : ℝ => 1 - x ^ 2 * ((x - Real.sin x) / x ^ 3))
      (𝓝[>] 0) (𝓝 1) := by
    simpa using (tendsto_const_nhds (x := (1 : ℝ))).sub ((hid.pow 2).mul h)
  have hq := h.div hd one_ne_zero
  rw [div_one] at hq
  refine hq.congr' ?_
  filter_upwards [Ioo_mem_nhdsGT (zero_lt_one' ℝ)] with x hx
  have hx0 : x ≠ 0 := hx.1.ne'
  have hs : Real.sin x ≠ 0 := (Real.sin_pos_of_pos_of_lt_pi hx.1
    (by linarith [hx.2, Real.pi_gt_three])).ne'
  have e : 1 - x ^ 2 * ((x - Real.sin x) / x ^ 3) = Real.sin x / x := by
    field_simp
    ring
  simp only [Pi.div_apply, e]
  field_simp

/-- The group velocity of the hopping chain at momentum `k` is `2 sin k`. -/
theorem hasDerivAt_dispersion (k : ℝ) : HasDerivAt dispersion (2 * Real.sin k) k :=
  ((Real.hasDerivAt_cos k).const_mul (-2)).congr_deriv (by ring)
```

The theorem `casimir_term` takes a sequence of rings `L i` with seas `m i` and has three hypotheses.

- `hν` says that every ring has exactly the filling $\nu=(2m+1)/L$. For $\nu<1$ the Fermi momentum $\pi\nu$ then lies midway between the highest filled and the lowest empty mode.
- `hv` says that $v$ is the group velocity there, which forces $v=2\sin\pi\nu$.
- `hL` says that the rings grow without bound.

By hand, `hν` and `hv` turn the energy into $E=-v/\sin x$ with $x=\pi/L$. Since $L/\pi=1/x$ and $Lx=\pi$,

$$L\left(E+\frac{vL}{\pi}\right)=-vL\left(\frac1{\sin x}-\frac1x\right)=-\pi v\cdot\frac1x\left(\frac1{\sin x}-\frac1x\right),$$

and `hL` sends $x$ to zero, which gives $-\pi v/6$. In the proof, `ha` applies `hν`, `hv'` identifies the velocity, `hx` is the limit $x\to0^+$, and `key` is the expansion with the factor $-\pi v$.

```lean
/-- Casimir term at fixed filling `ν = (2m+1)/L`: as the ring grows, `L` times the sea energy
less its bulk part `-vL/π` tends to `-πv/6`, with `v` the group velocity at momentum `πν`. -/
theorem casimir_term {ν v : ℝ} (L m : ℕ → ℕ) (hL : Tendsto L atTop atTop)
    (hν : ∀ i, 2 * (m i : ℝ) + 1 = ν * L i) (hv : HasDerivAt dispersion v (π * ν)) :
    Tendsto (fun i => (L i : ℝ) * (seaEnergy (L i) (m i) + v * L i / π))
      atTop (𝓝 (-(π * v / 6))) := by
  have hv' : v = 2 * Real.sin (π * ν) := hv.unique (hasDerivAt_dispersion _)
  have hx : Tendsto (fun i => π / (L i : ℝ)) atTop (𝓝[>] 0) := by
    refine tendsto_nhdsWithin_iff.2
      ⟨tendsto_const_nhds.div_atTop (tendsto_natCast_atTop_atTop.comp hL), ?_⟩
    filter_upwards [hL.eventually_ge_atTop 1] with i hi
    exact div_pos Real.pi_pos (by exact_mod_cast hi)
  have key := (tendsto_inv_sin_sub_inv.comp hx).const_mul (-(π * v))
  rw [show -(π * v / 6) = -(π * v) * (1 / 6) by ring]
  refine key.congr' ?_
  filter_upwards [hL.eventually_ge_atTop 2] with i hi
  have hl0 : (L i : ℝ) ≠ 0 := by exact_mod_cast (show L i ≠ 0 by omega)
  have hs := (sin_pi_div_pos hi).ne'
  have ha : (2 * (m i : ℝ) + 1) * (π / L i) = π * ν := by
    rw [hν i]
    field_simp
  rw [seaEnergy_eq hi, ha, show -2 * Real.sin (π * ν) = -v by rw [hv']; ring]
  simp only [Function.comp_apply]
  generalize Real.sin (π / L i) = s at hs
  have hp := Real.pi_ne_zero
  field_simp
  ring
```

A filling that only converges to $\nu$ is not enough. If $2m+1=\nu L+\delta$ with a constant $\delta\ne0$, the scaled quantity grows like $-2\delta L\cos\pi\nu$ whenever $\cos\pi\nu\neq0$. With any other value of $v$ the bulk term does not cancel, and the quantity diverges like $L^2$. If $L$ stays fixed, the quantity keeps its finite-size value: for two sites and one fermion it is $-4+8/\pi\approx-1.454$, not $-\pi/3\approx-1.047$.

Conformal field theory writes the finite-size term of the energy as $-\pi cv/(6L)$, where $c$ is the central charge. The theorem gives the limit of $L$ times that term. For $0<\nu<1$, where $v>0$, comparison gives $c=1$.

## Half filling with an odd number of fermions

For $L=4n+2$, half filling means $2n+1$ fermions. The Fermi momentum $\pi/2$ then falls between two modes, and the ground state is a closed shell. By hand, $(2n+1)\pi/L=\pi/2$, so the numerator in the energy formula is $-2$. This is `h` in the first proof below, and $n=0$ is included.

```lean
/-- At half filling, `2n+1` fermions on `L = 4n+2` sites, the sea energy is `-2/sin(π/L)`. -/
theorem half_filled_energy (n : ℕ) :
    seaEnergy (4 * n + 2) n = -2 / Real.sin (π / (4 * n + 2 : ℕ)) := by
  have h : (2 * (n : ℝ) + 1) * (π / (4 * n + 2 : ℕ)) = π / 2 := by
    have h0 : 2 * (n : ℝ) + 1 ≠ 0 := by positivity
    rw [show ((4 * n + 2 : ℕ) : ℝ) = 2 * (2 * n + 1) by push_cast; ring]
    field_simp
  rw [seaEnergy_eq (by omega), h, Real.sin_pi_div_two, mul_one]
```

The limit is `casimir_term` with $\nu=1/2$ and $v=2\sin(\pi/2)=2$.

```lean
/-- At half filling, with `L = 4n+2`, the quantity `L (E + 2L/π)` tends to `-π/3` as the
ring grows, where `E` is the sea energy. -/
theorem half_filled_casimir :
    Tendsto (fun n : ℕ => ((4 * n + 2 : ℕ) : ℝ) *
      (seaEnergy (4 * n + 2) n + 2 * ((4 * n + 2 : ℕ) : ℝ) / π)) atTop (𝓝 (-(π / 3))) := by
  have h := casimir_term (ν := 1 / 2) (v := 2) (fun n => 4 * n + 2) (fun n => n)
    (tendsto_atTop_mono (fun n => show n ≤ 4 * n + 2 by omega) tendsto_id)
    (fun n => by push_cast; ring)
    ((hasDerivAt_dispersion _).congr_deriv (by
      rw [show π * (1 / 2) = π / 2 by ring, Real.sin_pi_div_two, mul_one]))
  rw [show -(π * 2 / 6) = -(π / 3) by ring] at h
  exact h

end

end FreeFermionCasimir
```

```lean
#print axioms FreeFermionCasimir.hop_planeWave
#print axioms FreeFermionCasimir.seaEnergy_le
#print axioms FreeFermionCasimir.half_filled_energy
#print axioms FreeFermionCasimir.half_filled_casimir
```

```
'FreeFermionCasimir.hop_planeWave' depends on axioms: [propext, Classical.choice, Quot.sound]
'FreeFermionCasimir.seaEnergy_le' depends on axioms: [propext, Classical.choice, Quot.sound]
'FreeFermionCasimir.half_filled_energy' depends on axioms: [propext, Classical.choice, Quot.sound]
'FreeFermionCasimir.half_filled_casimir' depends on axioms: [propext, Classical.choice, Quot.sound]
```

The condition on $L$ matters. For $L=4n$ and $2n$ fermions, two modes lie exactly at zero energy and one of them is filled. The same summation by hand gives $E=-2\cot(\pi/L)$, and the scaled quantity tends to $+2\pi/3$.

For $L=4n+2$, the Casimir term $-\pi/(3L)$ divided by $L$ is the leading finite-size error when the energy per site of this non-interacting chain at half filling is computed on a periodic ring. For $L=10$ and five fermions, $E/L\approx-0.64721$, while the infinite chain has $-2/\pi\approx-0.63662$. Adding $\pi/(3L^2)\approx0.01047$ gives $-0.63674$, which removes about 99% of the difference.
